# Weights of the two-exponential commutator-free Magnus step

## Definitions and conventions

Let $R$ be an associative real algebra with unit, and let $a, b \in R$. The step length $h$ is a formal variable commuting with everything, so all objects are power series $P = \sum_n P_n h^n$ with coefficients $P_n \in R$. In Lean the series ring is `R⟦X⟧`, the variable `X` is $h$, `coeff n P` is $P_n$, `C x` is the constant series $x$, and `r • x` is multiplication by a real number $r$.

The physical picture is a linear evolution $\dot U(t) = A(t)\,U(t)$ over a step of length $h$ with midpoint $t_m$, and a generator linear in time, $A(t) = a + (t - t_m)\,b$. Later times act from the left. With $A = -iH/\hbar$ and $H$ a Kohn–Sham Hamiltonian matrix in a finite orthonormal basis, $R$ is the complex matrices viewed as a real algebra. For a prescribed $H$ linear over the step, with no feedback of the density on $H$, the result gives the weights with which a symmetric two-exponential propagator for real-time density functional simulations agrees, as a formal series through $h^4$, with the exponential of the fourth-order Magnus exponent. For a given nonzero node offset these weights are unique when $a$ and $b$ do not commute.

```lean
import Mathlib

open PowerSeries

namespace CommutatorFreeMagnus

noncomputable section

variable {R : Type*} [Ring R] [Algebra ℝ R]
```

The commutator is $[a,b] = ab - ba$.

```lean
/-- The commutator `[a, b] = a b - b a`. -/
def bracket (a b : R) : R := a * b - b * a
```

Two series satisfy $P \equiv Q \pmod{h^N}$ when $P_n = Q_n$ for all $n < N$. Below $N = 5$, so the coefficients of $h^0$ to $h^4$ are compared. No norm, convergence radius or error constant enters, and unbounded operators are not modelled.

```lean
/-- Two power series in the step `h` agree modulo `h ^ N`. -/
def EqMod (N : ℕ) (P Q : R⟦X⟧) : Prop := ∀ n < N, coeff n P = coeff n Q
```

The exponential of a series $F$ is defined coefficient by coefficient,
$$(\exp F)_n = \sum_{k=0}^{n} \frac{1}{k!}\,(F^k)_n ,$$
so that each coefficient is a finite sum.

```lean
/-- The formal exponential `∑ F ^ k / k!`, where the coefficient of `h ^ n` collects the
terms with `k ≤ n`. -/
def expSeries (F : R⟦X⟧) : R⟦X⟧ :=
  mk fun n => ∑ k ∈ Finset.range (n + 1), ((k.factorial : ℝ)⁻¹) • coeff n (F ^ k)
```

The exponents of the scheme and of its target all have the form $hx + h^2 y + h^3 z$ with $x, y, z \in R$.

```lean
/-- The exponent `h x + h² y + h³ z`. -/
def gen (x y z : R) : R⟦X⟧ := C x * X + C y * X ^ 2 + C z * X ^ 3
```

For a real parameter $c$, the exponent of one factor is $ha/2 + c h^2 b$. The other factor uses $-c$.

```lean
/-- The exponent `h a / 2 + c h² b`. -/
def halfStep (a b : R) (c : ℝ) : R⟦X⟧ := gen ((1 / 2 : ℝ) • a) (c • b) 0
```

The target exponent comes from the first two Magnus terms for the linear generator. With times $s_1, s_2 \in [-h/2, h/2]$ measured from the midpoint, the first term is $\int A\,ds_1 = ha$. Since $[a + s_1 b,\, a + s_2 b] = (s_2 - s_1)[a,b]$ and $\iint_{s_1 > s_2} (s_2 - s_1)\,ds_1 ds_2 = -h^3/6$, the second term, half of this double integral of commutators, is $-h^3[a,b]/12$. Their sum is
$$\Omega = ha - \tfrac{1}{12}h^3[a,b].$$
In Lean $\Omega$ is simply a definition, and its agreement with the solution of the differential equation is motivation that none of the theorems establishes; what they compare is the two-factor product with $\exp\Omega$.

```lean
/-- The fourth-order Magnus exponent `h a - h³ [a, b] / 12`. -/
def magnus4 (a b : R) : R⟦X⟧ := gen a 0 ((-(1 / 12) : ℝ) • bracket a b)
```

The generator at offset $\tau h$ from the midpoint, with $\tau$ real, is $a + \tau h b$.

```lean
/-- The value `a + τ h b` of the linear generator at offset `τ h` from the midpoint. -/
def node (a b : R) (τ : ℝ) : R⟦X⟧ := C a + C (τ • b) * X
```

Write $A_1 = a - \tau h b$ and $A_2 = a + \tau h b$, which for $\tau > 0$ are the earlier and the later value. For real weights $\alpha, \beta$ a stage exponent is $h(\alpha A_1 + \beta A_2)$; it contains values of the generator only, and no commutator. The scheme is
$$\exp\big(h(\alpha A_1 + \beta A_2)\big)\,\exp\big(h(\beta A_1 + \alpha A_2)\big),$$
where the right factor, `stage a b τ β α`, acts first and has the weights interchanged. This symmetric form is assumed, and four independent weights are not treated.

```lean
/-- The stage exponent `h (α A₁ + β A₂)` with `A₁ = a - τ h b` and `A₂ = a + τ h b`. -/
def stage (a b : R) (τ α β : ℝ) : R⟦X⟧ := (α • node a b (-τ) + β • node a b τ) * X
```

## The exponential through fourth order

If $F_0 = 0$, then $F^k$ starts at order $h^k$. By induction, $(F^{k+1})_m = \sum_{i+j=m} (F^k)_i F_j$, and for $m < k+1$ each term vanishes: either $j = 0$ and $F_0 = 0$, or $j \ge 1$ and $i < k$. The terms with $k > n$ therefore add nothing to the coefficient of $h^n$, and any cutoff $N > n$ gives the same value. This justifies the name `expSeries` for the exponents used here, all of which have zero constant term. The inner statement `hz` is the induction, and `Finset.sum_subset` discards the vanishing terms.

```lean
/-- For an exponent without constant term, the `h ^ n` coefficient of the exponential is that
of any partial sum with more than `n` terms. -/
theorem coeff_expSeries_eq_partial_sum (F : R⟦X⟧) (h : constantCoeff F = 0) (n N : ℕ)
    (hN : n < N) :
    coeff n (expSeries F) =
      ∑ k ∈ Finset.range N, ((k.factorial : ℝ)⁻¹) • coeff n (F ^ k) := by
  -- `F ^ k` starts at order `h ^ k`
  have hz : ∀ k m : ℕ, m < k → coeff m (F ^ k) = 0 := by
    intro k
    induction k with
    | zero => intro m hm; omega
    | succ k ih =>
      intro m hm
      rw [pow_succ, coeff_mul]
      apply Finset.sum_eq_zero
      rintro ⟨i, j⟩ hij
      have hs : i + j = m := by simpa using hij
      show coeff i (F ^ k) * coeff j F = 0
      rcases Nat.eq_zero_or_pos j with rfl | hj
      · simp [h]
      · rw [ih i (by omega), zero_mul]
  rw [expSeries, coeff_mk]
  apply Finset.sum_subset
  · intro k hk
    have := Finset.mem_range.mp hk
    exact Finset.mem_range.mpr (by omega)
  · intro k _ hk
    have := mt Finset.mem_range.mpr hk
    rw [hz k n (by omega), smul_zero]
```

Products follow the Cauchy rule $(PQ)_n = \sum_{i+j=n} P_i Q_j$, with the order of factors kept. It is written out for $n = 0, \dots, 4$.

```lean
omit [Algebra ℝ R] in
/-- The coefficients of a product of two series through order `h ^ 4`. -/
theorem coeff_mul_low (P Q : R⟦X⟧) :
    coeff 0 (P * Q) = coeff 0 P * coeff 0 Q ∧
    coeff 1 (P * Q) = coeff 0 P * coeff 1 Q + coeff 1 P * coeff 0 Q ∧
    coeff 2 (P * Q) = coeff 0 P * coeff 2 Q + coeff 1 P * coeff 1 Q + coeff 2 P * coeff 0 Q ∧
    coeff 3 (P * Q) = coeff 0 P * coeff 3 Q + coeff 1 P * coeff 2 Q + coeff 2 P * coeff 1 Q
      + coeff 3 P * coeff 0 Q ∧
    coeff 4 (P * Q) = coeff 0 P * coeff 4 Q + coeff 1 P * coeff 3 Q + coeff 2 P * coeff 2 Q
      + coeff 3 P * coeff 1 Q + coeff 4 P * coeff 0 Q := by
  refine ⟨?_, ?_, ?_, ?_, ?_⟩ <;>
    rw [coeff_mul, Finset.Nat.sum_antidiagonal_eq_sum_range_succ_mk] <;>
    simp [Finset.sum_range_succ]
```

For $F = hx + h^2 y + h^3 z$ the powers are, through $h^4$,
$$F^2 = h^2 x^2 + h^3(xy + yx) + h^4(xz + y^2 + zx), \qquad F^3 = h^3 x^3 + h^4(x^2 y + xyx + yx^2), \qquad F^4 = h^4 x^4 .$$
Dividing by $k!$ and collecting orders gives the coefficients $E_n$ of $\exp F$:
$$E_0 = 1,\quad E_1 = x,\quad E_2 = y + \tfrac12 x^2,\quad E_3 = z + \tfrac12(xy + yx) + \tfrac16 x^3,$$
$$E_4 = \tfrac12(xz + y^2 + zx) + \tfrac16(x^2 y + xyx + yx^2) + \tfrac1{24}x^4 .$$
The proof reads off the coefficients of $F$ as `h0` to `h4`, forgets everything else about $F$ with `generalize`, and builds the powers by repeated use of `coeff_mul_low`.

```lean
/-- The coefficients of `exp (h x + h² y + h³ z)` through order `h ^ 4`. -/
theorem coeff_exp_gen (x y z : R) :
    coeff 0 (expSeries (gen x y z)) = 1 ∧
    coeff 1 (expSeries (gen x y z)) = x ∧
    coeff 2 (expSeries (gen x y z)) = y + (1 / 2 : ℝ) • (x * x) ∧
    coeff 3 (expSeries (gen x y z)) =
      z + (1 / 2 : ℝ) • (x * y + y * x) + (1 / 6 : ℝ) • (x * x * x) ∧
    coeff 4 (expSeries (gen x y z)) =
      (1 / 2 : ℝ) • (x * z + y * y + z * x)
        + (1 / 6 : ℝ) • (x * x * y + x * y * x + y * x * x)
        + (1 / 24 : ℝ) • (x * x * x * x) := by
  have h0 : constantCoeff (gen x y z) = 0 := by simp [gen]
  have h1 : coeff 1 (gen x y z) = x := by simp [gen, coeff_C_mul, coeff_X_pow]
  have h2 : coeff 2 (gen x y z) = y := by simp [gen, coeff_C_mul, coeff_X_pow]
  have h3 : coeff 3 (gen x y z) = z := by simp [gen, coeff_C_mul, coeff_X_pow]
  have h4 : coeff 4 (gen x y z) = 0 := by simp [gen, coeff_C_mul, coeff_X_pow]
  generalize gen x y z = F at *
  refine ⟨?_, ?_, ?_, ?_, ?_⟩ <;>
    simp [expSeries, Finset.sum_range_succ, pow_succ, coeff_mul_low, coeff_one, h0, h1, h2, h3,
      h4, Nat.factorial, mul_add, mul_assoc]
```

## The product of two half steps

Put $x = a/2$, $y = cb$, $z = 0$ for the left factor, with coefficients $E_n$, and replace $y$ by $-y$ for the right factor, with coefficients $E'_n$. The product has constant term $1$. At orders one and two,
$$E'_1 + E_1 = 2x = a, \qquad E'_2 + x^2 + E_2 = 2x^2 = \tfrac12 a^2 .$$
At order three the terms $\pm\tfrac12(xy + yx)$ cancel between $E_3$ and $E'_3$, and
$$E'_3 + xE'_2 + E_2 x + E_3 = \tfrac13 x^3 + x(-y + \tfrac12 x^2) + (y + \tfrac12 x^2)x = \tfrac43 x^3 - [x,y] = \tfrac16 a^3 - \tfrac{c}{2}[a,b].$$
At order four the contributions are
$$E_4 + E'_4 = y^2 + \tfrac1{12}x^4, \qquad E_2E'_2 = -y^2 + \tfrac12(yx^2 - x^2y) + \tfrac14 x^4,$$
$$xE'_3 = -\tfrac12(x^2y + xyx) + \tfrac16 x^4, \qquad E_3 x = \tfrac12(xyx + yx^2) + \tfrac16 x^4 .$$
The $y^2$ and $xyx$ terms cancel, leaving $\tfrac23 x^4 - (x^2y - yx^2) = \tfrac1{24}a^4 - \tfrac{c}{4}(a^2 b - ba^2)$.

Compare with the single exponential of $ha + h^3 w$, where $w = -\tfrac{c}{2}[a,b]$. Its coefficients are $1$, $a$, $\tfrac12 a^2$, $w + \tfrac16 a^3$ and $\tfrac12(aw + wa) + \tfrac1{24}a^4$. Since $a[a,b] + [a,b]a = a^2 b - ba^2$, the last one also agrees. Hence, for every real $c$ and all $a, b$,
$$\exp(\tfrac12 ha + ch^2 b)\exp(\tfrac12 ha - ch^2 b) \equiv \exp\big(ha - \tfrac{c}{2}h^3[a,b]\big) \pmod{h^5}.$$
In the proof `interval_cases n` splits the five orders, `simp only` multiplies everything out into words in $a$ and $b$ with real prefactors, and `module` compares the prefactor of each word.

```lean
/-- For every `c`, the product `exp (h a/2 + c h² b) exp (h a/2 - c h² b)` equals
`exp (h a - c h³ [a, b] / 2)` modulo `h ^ 5`. -/
theorem two_stage_product (a b : R) (c : ℝ) :
    EqMod 5 (expSeries (halfStep a b c) * expSeries (halfStep a b (-c)))
      (expSeries (gen a 0 ((-(c / 2)) • bracket a b))) := by
  intro n hn
  interval_cases n <;>
    simp only [halfStep, coeff_mul_low, coeff_exp_gen, bracket, mul_add, add_mul, mul_sub,
      sub_mul, smul_mul_assoc, mul_smul_comm, mul_assoc, mul_one, one_mul, mul_zero,
      zero_mul] <;>
    module
```

Now require the product to match $\exp\Omega$. The coefficients of $h^3$ give $-\tfrac{c}{2}[a,b] + \tfrac16 a^3 = -\tfrac1{12}[a,b] + \tfrac16 a^3$, and multiplying the difference by $-2$ gives $(c - \tfrac16)[a,b] = 0$. In a real vector space a nonzero element is annihilated only by the scalar zero, so $[a,b] \ne 0$ forces $c = 1/6$. Conversely, $c = 1/6$ turns $-c/2$ into $-1/12$ in the previous identity. The theorem states this equivalence under `hab : bracket a b ≠ 0`; `h3` is the third-order equation, `hc` is its rescaled form, and `smul_eq_zero` is the cancellation.

```lean
/-- For `[a, b] ≠ 0`, the product `exp (h a/2 + c h² b) exp (h a/2 - c h² b)` equals
`exp (h a - h³ [a, b] / 12)` modulo `h ^ 5` exactly when `c = 1/6`. -/
theorem two_stage_eq_magnus_iff (a b : R) (hab : bracket a b ≠ 0) (c : ℝ) :
    EqMod 5 (expSeries (halfStep a b c) * expSeries (halfStep a b (-c)))
      (expSeries (magnus4 a b)) ↔ c = 1 / 6 := by
  constructor
  · intro h
    -- compare the `h ^ 3` coefficients
    have h3 := (two_stage_product a b c 3 (by norm_num)).symm.trans (h 3 (by norm_num))
    simp only [magnus4, coeff_exp_gen] at h3
    have hc : (c - 1 / 6) • bracket a b = 0 := by
      linear_combination (norm := module) (-2 : ℝ) • h3
    exact sub_eq_zero.mp ((smul_eq_zero.mp hc).resolve_right hab)
  · rintro rfl
    have h := two_stage_product a b (1 / 6)
    rw [show (-((1 / 6 : ℝ) / 2)) = -(1 / 12) by norm_num] at h
    exact h
```

## Free weights and the Gauss offset

Expanding a stage exponent,
$$h(\alpha A_1 + \beta A_2) = (\alpha + \beta)\,ha + (\beta - \alpha)\tau\,h^2 b .$$
This holds exactly, as an equality of series. The auxiliary `hC` moves real scalars out of constant series.

```lean
/-- The stage exponent `h (α A₁ + β A₂)` equals `(α + β) h a + (β - α) τ h² b`. -/
theorem stage_eq (a b : R) (τ α β : ℝ) :
    stage a b τ α β = gen ((α + β) • a) (((β - α) * τ) • b) 0 := by
  have hC : ∀ (r : ℝ) (x : R), (C (r • x) : R⟦X⟧) = r • (C x : R⟦X⟧) := by
    intro r x
    ext n
    have hs : coeff n (r • (C x : R⟦X⟧)) = r • coeff n (C x : R⟦X⟧) := rfl
    rw [hs, coeff_C, coeff_C]
    split_ifs <;> simp
  simp only [stage, node, gen, hC, map_zero, zero_mul, add_zero, add_mul, smul_mul_assoc,
    mul_assoc, pow_two]
  module
```

Interchanging $\alpha$ and $\beta$ keeps the first coefficient and flips the sign of the second. The $h^1$ coefficient of the product is $2(\alpha + \beta)a$, and that of $\exp\Omega$ is $a$, so $(\alpha + \beta - \tfrac12)a = 0$. A nonzero commutator implies $a \ne 0$, hence $\alpha + \beta = \tfrac12$. The two stages are then the half steps with $c = (\beta - \alpha)\tau$, and the previous theorem applies. For $[a,b] \neq 0$ and any real $\tau$, the scheme matches $\exp\Omega$ modulo $h^5$ exactly when
$$\alpha + \beta = \tfrac12, \qquad (\beta - \alpha)\tau = \tfrac16 .$$
In the code `key` is the reduction to the half steps, `ha` gives $a \ne 0$, and `h1`, `hz` are the first-order comparison.

```lean
/-- For `[a, b] ≠ 0` and nodes `a ∓ τ h b`, the product
`exp (h (α A₁ + β A₂)) exp (h (β A₁ + α A₂))` equals `exp (h a - h³ [a, b] / 12)` modulo
`h ^ 5` exactly when `α + β = 1/2` and `(β - α) τ = 1/6`. -/
theorem weights_iff (a b : R) (hab : bracket a b ≠ 0) (τ α β : ℝ) :
    EqMod 5 (expSeries (stage a b τ α β) * expSeries (stage a b τ β α))
      (expSeries (magnus4 a b)) ↔ α + β = 1 / 2 ∧ (β - α) * τ = 1 / 6 := by
  have key : α + β = 1 / 2 →
      (EqMod 5 (expSeries (stage a b τ α β) * expSeries (stage a b τ β α))
        (expSeries (magnus4 a b)) ↔ (β - α) * τ = 1 / 6) := by
    intro hs
    rw [stage_eq a b τ α β, stage_eq a b τ β α, add_comm β α, hs,
      show (α - β) * τ = -((β - α) * τ) by ring]
    exact two_stage_eq_magnus_iff a b hab _
  have ha : a ≠ 0 := by
    intro h0
    apply hab
    simp [bracket, h0]
  constructor
  · intro h
    -- the first-order coefficient fixes the sum of the weights
    have h1 := h 1 (by norm_num)
    simp only [stage_eq, magnus4, coeff_mul_low, coeff_exp_gen, one_mul, mul_one] at h1
    have hz : (α + β - 1 / 2) • a = 0 := by
      linear_combination (norm := module) (1 / 2 : ℝ) • h1
    have hs : α + β = 1 / 2 := sub_eq_zero.mp ((smul_eq_zero.mp hz).resolve_right ha)
    exact ⟨hs, (key hs).mp h⟩
  · rintro ⟨hs, hd⟩
    exact (key hs).mpr hd
```

For $\tau = 0$ the second condition reads $0 = 1/6$, so for $[a,b] \ne 0$ midpoint values alone never match. For every $\tau \ne 0$ the two conditions have one solution, so a generator linear in time does not single out any offset. The Gauss–Legendre value $\tau = \sqrt3/6$ is an input, and a generator with a quadratic term in time, for which the choice of nodes would matter, lies beyond this model.

With $\tau = \sqrt3/6$ the second condition multiplied by $2\sqrt3$ becomes $\beta - \alpha = \sqrt3/3$. Half the sum minus or plus half the difference gives
$$\alpha = \tfrac14 - \tfrac{\sqrt3}{6} = \frac{3 - 2\sqrt3}{12} \approx -0.0387, \qquad \beta = \tfrac14 + \tfrac{\sqrt3}{6} = \frac{3 + 2\sqrt3}{12} \approx 0.5387 .$$
Substituting back, the sum is $1/2$ and $(\beta - \alpha)\tau = \tfrac{\sqrt3}{3}\cdot\tfrac{\sqrt3}{6} = \tfrac16$. The factor acting first puts the large weight $\beta$ on the earlier value $A_1$, and the factor acting last puts it on $A_2$. Each forward `linear_combination` takes half the sum condition, subtracts or adds $\sqrt3$ times the difference condition, and removes $\sqrt3\cdot\sqrt3$ with `hs`.

```lean
/-- For `[a, b] ≠ 0` and Gauss values `a ∓ √3 h b / 6`, the two-stage product equals
`exp (h a - h³ [a, b] / 12)` modulo `h ^ 5` exactly when `α = (3 - 2√3)/12` and
`β = (3 + 2√3)/12`. -/
theorem gauss_weights_iff (a b : R) (hab : bracket a b ≠ 0) (α β : ℝ) :
    EqMod 5 (expSeries (stage a b (Real.sqrt 3 / 6) α β) *
        expSeries (stage a b (Real.sqrt 3 / 6) β α)) (expSeries (magnus4 a b)) ↔
      α = (3 - 2 * Real.sqrt 3) / 12 ∧ β = (3 + 2 * Real.sqrt 3) / 12 := by
  rw [weights_iff a b hab]
  have hs : Real.sqrt 3 * Real.sqrt 3 = 3 := Real.mul_self_sqrt (by norm_num)
  constructor
  · rintro ⟨h1, h2⟩
    constructor
    · linear_combination (1 / 2) * h1 - Real.sqrt 3 * h2 + (β - α) / 6 * hs
    · linear_combination (1 / 2) * h1 + Real.sqrt 3 * h2 - (β - α) / 6 * hs
  · rintro ⟨rfl, rfl⟩
    constructor
    · ring
    · linear_combination (1 / 18) * hs
```

## A two-by-two instance

Take
$$a = \begin{pmatrix} 0 & 1 \\ -1 & 0\end{pmatrix}, \qquad b = \begin{pmatrix} 0 & 0 \\ -1 & 0\end{pmatrix},$$
the generator of an oscillator $\ddot q = -(1 + s)\,q$ acting on $(q, \dot q)$, with $s = t - t_m$. Then $ab = \mathrm{diag}(-1, 0)$ and $ba = \mathrm{diag}(0, -1)$, so $[a,b] = \mathrm{diag}(-1, 1)$. Rows and columns are numbered from $0$ as in `Fin 2`, and the proof inspects the $(0,0)$ entry, which is $-1$ and not $0$.

```lean
/-- The matrices `[[0, 1], [-1, 0]]` and `[[0, 0], [-1, 0]]` have nonzero commutator. -/
theorem bracket_ne_zero_witness :
    bracket (!![0, 1; -1, 0] : Matrix (Fin 2) (Fin 2) ℝ) !![0, 0; -1, 0] ≠ 0 := by
  intro h
  have h00 := congrFun (congrFun h 0) 0
  simp [bracket, Matrix.mul_apply, Fin.sum_univ_two] at h00

end

end CommutatorFreeMagnus
```

Here $a^2 = -I$ with $I$ the unit matrix, so $a^3 = -a$, $a^4 = I$ and $a^2 b - ba^2 = 0$. The $(0,0)$ entry of the half-step product through fourth order is
$$1 - \tfrac12 h^2 + \tfrac{c}{2}h^3 + \tfrac1{24}h^4 ,$$
and that of $\exp\Omega$ is the same with $c = 1/6$. At $h = 0.1$ this truncation gives $1 - 0.005 + 0.0000833 + 0.0000042 = 0.9950875$ for $c = 1/6$, and $0.9950042$ for $c = 0$. With the Gauss weights the two stage exponents are $\begin{pmatrix} 0 & p \\ -r & 0\end{pmatrix}$ with $p = 0.05$, and $r = r_1 = 0.0516667$ on the left, $r = r_2 = 0.0483333$ on the right. Such a matrix squares to $-\omega^2 I$ with $\omega^2 = pr$, so its ordinary exponential is $\cos\omega\, I + (\sin\omega/\omega)$ times the matrix. With $\omega_i^2 = p r_i$ the $(0,0)$ entry of the product is
$$\cos\omega_1\cos\omega_2 - p\,r_2\,\frac{\sin\omega_1}{\omega_1}\frac{\sin\omega_2}{\omega_2} \approx 0.9975021 - 0.0024147 = 0.9950874 ,$$
one unit in the seventh decimal from the truncated value.

## Dropping a hypothesis

Without $[a,b] \ne 0$ the conditions remain sufficient but stop being necessary. For $R = \mathbb{R}$ and $a = b = 1$ the commutator vanishes, and `two_stage_product` makes the product equal to $\exp(h) = \exp\Omega$ modulo $h^5$ for every $c$, so $c = 0$ matches although $0 \ne 1/6$. In the same case $\alpha = \beta = 1/4$ matches at the Gauss offset, although these are not the weights found above.

Without $F_0 = 0$ the cutoff matters. For $F = 1$ over $\mathbb{R}$ and $n = 0$, `expSeries` keeps only $k = 0$ and returns $1$, while the partial sum with $N = 2$ is $1 + 1 = 2$.

```lean
#print axioms CommutatorFreeMagnus.coeff_expSeries_eq_partial_sum
-- 'CommutatorFreeMagnus.coeff_expSeries_eq_partial_sum' depends on axioms: [propext, Classical.choice, Quot.sound]
#print axioms CommutatorFreeMagnus.two_stage_eq_magnus_iff
-- 'CommutatorFreeMagnus.two_stage_eq_magnus_iff' depends on axioms: [propext, Classical.choice, Quot.sound]
#print axioms CommutatorFreeMagnus.gauss_weights_iff
-- 'CommutatorFreeMagnus.gauss_weights_iff' depends on axioms: [propext, Classical.choice, Quot.sound]
```
